# The averaged coupled-pair functional is exact for identical noninteracting two-state pairs with nonzero coupling

In a calculation with the averaged coupled-pair functional (ACPF), the squared norm of the excited part of the wavefunction is multiplied by 2/N before it enters the energy denominator, where N is the number of correlated electrons. For n electron pairs the factor is 1/n. If the pairs are identical and do not interact, and each has one excited state with nonzero coupling to the reference, the minimum of the functional over wavefunctions with at most one excited pair is the exact correlation energy, which in this model grows in proportion to n.

## One pair, many pairs and the functional

Take the reference energy as zero. Let K ≠ 0 be the real coupling between the reference and excited states of a pair, and D the real excitation energy. The pair matrix [[0, K], [K, D]] has the lower root

e = (D − √(D² + 4K²))/2, with e(e − D) = K².

Since the square root exceeds |D|, e < 0 < D − e. For real a and b, the secular equation gives

(D − e)[2Kab + Db² − e(a² + b²)] = (Ka + (D − e)b)² ≥ 0.

The quadratic form 2Kab + Db² of one pair is therefore at least e times the squared norm a² + b². The vector (K, e)/√(K² + e²) is a normalised eigenvector with eigenvalue e.

For n pairs, let i = 0, …, n−1 label the pairs. The Hamiltonian is a sum of terms hᵢ, each acting on one pair. Group the 2ⁿ configurations into couples that differ only in pair i. Within each couple the bound above applies, so ⟨ψ|hᵢ|ψ⟩ ≥ e⟨ψ|ψ⟩ for every ψ, correlated or not. Summing over i gives the lower bound ne, and the product of n pair ground states attains it.

Now keep only the reference, with weight one, and the configurations with a single excited pair, with amplitudes cᵢ. Write

M = Σᵢ(2Kcᵢ + Dcᵢ²), S = Σᵢcᵢ², F = M/(1 + S/n).

Since ne(1 + S/n) = e(n + S),

F − ne = [M − e(n + S)]/(1 + S/n).

Setting a = 1 and b = cᵢ in the one-pair identity and summing over i gives

(D − e)[M − e(n + S)] = Σᵢ(K + (D − e)cᵢ)².

Hence F ≥ ne, with equality exactly when every cᵢ = −K/(D − e) = e/K.

With the full norm of truncated CI in the denominator, the energy differs from ne by [M − ne(1 + S)]/(1 + S), whose numerator is

M − ne(1 + S) = [M − e(n + S)] − (n − 1)eS.

For n ≥ 2 the right side is positive if S > 0. If S = 0, then M = 0 and the left side is −ne > 0. Truncated CI thus stays above the exact energy.

## The amplitude equations in a calculation

Setting the derivatives of F to zero gives

K + Dcᵢ = (F/n)cᵢ, F = K Σᵢcᵢ.

For D > 0 a program can start from F = 0, update cᵢ = −K/(D − F/n), recompute F from the second equation, and repeat until both settle. In truncated CI the first equation has F in place of F/n. For n = 2, K = 2 and D = 3, the pair energy is e = −1 and the ACPF solution is cᵢ = −1/2. Then M = −5/2 and F = −(5/2)/(5/4) = −2, the exact value. The full norm gives −5/3 at the same amplitudes.

## The model in Lean

```lean
import Mathlib

open Finset

namespace AveragedCoupledPair

noncomputable section
```

In `pairH`, index 0 is the reference state and index 1 the excited state.

```lean
/-- The Hamiltonian of one electron pair in the basis (reference, excited pair), with coupling `K`
and excitation energy `D`. -/
def pairH (K D : ℝ) : Matrix (Fin 2) (Fin 2) ℝ := !![0, K; K, D]

/-- The lower root of the secular equation of one pair. -/
def pairEnergy (K D : ℝ) : ℝ := (D - √(D ^ 2 + 4 * K ^ 2)) / 2
```

A configuration is a function `Fin n → Fin 2`, and a wavefunction assigns a real number to each configuration. `Function.update s i b` puts pair `i` into state `b` and leaves the others alone, so each term of `pairsH` acts on one pair.

```lean
/-- The Hamiltonian of `n` identical noninteracting pairs, acting on wavefunctions over all
configurations: a sum of pair Hamiltonians, each changing the state of one pair. -/
def pairsH {n : ℕ} (K D : ℝ) (ψ : (Fin n → Fin 2) → ℝ) : (Fin n → Fin 2) → ℝ :=
  fun s => ∑ i, ∑ b, pairH K D (s i) b * ψ (Function.update s i b)
```

The next two definitions are M and F. That M equals ⟨ψ|H|ψ⟩, with H the operator `pairsH` and ψ the unnormalised truncated wavefunction, follows by direct evaluation, but the file defines it by its formula.

```lean
/-- The energy numerator for a reference of weight one and pair amplitudes `c i`. -/
def numerator {n : ℕ} (K D : ℝ) (c : Fin n → ℝ) : ℝ := ∑ i, (2 * K * c i + D * c i ^ 2)

/-- The averaged coupled-pair functional of `n ≥ 1` pairs. -/
def acpf {n : ℕ} (K D : ℝ) (c : Fin n → ℝ) : ℝ :=
  numerator K D c / (1 + 1 / (n : ℝ) * ∑ i, c i ^ 2)
```

The model has real amplitudes, a single reference configuration and one excited state per pair. Interaction between pairs, unequal pairs and multireference expansions lie beyond it.

## The pair energy as a lower bound

The secular equation comes from squaring √(D² + 4K²), and the signs from comparing this square root with D and −D.

```lean
/-- The pair energy `e` solves the secular equation `e (e - D) = K ^ 2`. -/
theorem pairEnergy_secular (K D : ℝ) :
    pairEnergy K D * (pairEnergy K D - D) = K ^ 2 := by
  have hr := Real.sq_sqrt (show 0 ≤ D ^ 2 + 4 * K ^ 2 by positivity)
  unfold pairEnergy
  linear_combination hr / 4

/-- For nonzero coupling the pair energy lies below both diagonal energies, `0` and `D`. -/
theorem pairEnergy_below {K : ℝ} (D : ℝ) (hK : K ≠ 0) :
    pairEnergy K D < 0 ∧ 0 < D - pairEnergy K D := by
  have hK2 : 0 < K ^ 2 := by positivity
  have h1 : D < √(D ^ 2 + 4 * K ^ 2) := Real.lt_sqrt_of_sq_lt (by linarith)
  have h2 : -D < √(D ^ 2 + 4 * K ^ 2) := Real.lt_sqrt_of_sq_lt (by nlinarith)
  unfold pairEnergy
  constructor <;> linarith
```

The completed square is the identity `h`. Dividing out the positive factor D − e is done by contradiction.

```lean
/-- For nonzero coupling the energy form of one pair is bounded below by the pair energy times
the squared norm. -/
theorem pair_form_bound {K : ℝ} (D : ℝ) (hK : K ≠ 0) (a b : ℝ) :
    pairEnergy K D * (a ^ 2 + b ^ 2) ≤ 2 * K * a * b + D * b ^ 2 := by
  have hq := pairEnergy_secular K D
  have hp := (pairEnergy_below D hK).2
  -- complete the square
  have h : (D - pairEnergy K D) *
      (2 * K * a * b + D * b ^ 2 - pairEnergy K D * (a ^ 2 + b ^ 2))
      = (K * a + (D - pairEnergy K D) * b) ^ 2 := by
    linear_combination a ^ 2 * hq
  by_contra hlt
  have := mul_pos hp (sub_pos.2 (not_le.1 hlt))
  nlinarith [sq_nonneg (K * a + (D - pairEnergy K D) * b)]
```

`IsLeast` says that a number belongs to a set and is a lower bound for it. Here the set consists of the eigenvalues with a nonzero real eigenvector. The unnormalised vector `![K, pairEnergy K D]` gives membership, and the quadratic-form bound does the rest.

```lean
/-- For nonzero coupling the pair energy is the lowest eigenvalue of the pair Hamiltonian. -/
theorem pairEnergy_isLeast {K : ℝ} (D : ℝ) (hK : K ≠ 0) :
    IsLeast {E : ℝ | ∃ v : Fin 2 → ℝ, v ≠ 0 ∧ (pairH K D).mulVec v = E • v}
      (pairEnergy K D) := by
  have hq := pairEnergy_secular K D
  constructor
  · refine ⟨![K, pairEnergy K D], fun h => hK (by simpa using congrFun h 0), ?_⟩
    ext i
    fin_cases i
    · simp [pairH, Matrix.mulVec, dotProduct, Fin.sum_univ_two, mul_comm]
    · simp [pairH, Matrix.mulVec, dotProduct, Fin.sum_univ_two]
      linear_combination -hq
  · rintro E ⟨v, hv, h⟩
    have h0 : K * v 1 = E * v 0 := by
      simpa [pairH, Matrix.mulVec, dotProduct, Fin.sum_univ_two] using congrFun h 0
    have h1 : K * v 0 + D * v 1 = E * v 1 := by
      simpa [pairH, Matrix.mulVec, dotProduct, Fin.sum_univ_two] using congrFun h 1
    have hpos : 0 < v 0 ^ 2 + v 1 ^ 2 := by
      by_contra hn
      have a0 : v 0 = 0 := by nlinarith [sq_nonneg (v 0), sq_nonneg (v 1)]
      have a1 : v 1 = 0 := by nlinarith [sq_nonneg (v 0), sq_nonneg (v 1)]
      exact hv (by ext i; fin_cases i <;> simp [a0, a1])
    refine le_of_mul_le_mul_right ?_ hpos
    have := pair_form_bound D hK (v 0) (v 1)
    linear_combination this + v 0 * h0 + v 1 * h1
```

## The exact energy of n pairs

In the next proof, `f` is the contribution of one configuration to ⟨ψ|hᵢ|ψ⟩ − e⟨ψ|ψ⟩. By `g`, a configuration and its partner with pair `i` flipped contribute a nonnegative amount together. Flipping is its own inverse, so summing over all configurations counts every couple twice, which leaves the sign unchanged.

```lean
/-- For nonzero coupling each pair term `h` of the many-pair Hamiltonian has `⟨ψ|h|ψ⟩` at least the
pair energy times the squared norm, in any wavefunction, correlated or not. -/
theorem pair_term_bound {n : ℕ} {K : ℝ} (D : ℝ) (hK : K ≠ 0) (ψ : (Fin n → Fin 2) → ℝ)
    (i : Fin n) :
    pairEnergy K D * ∑ s, ψ s ^ 2 ≤
      ∑ s, ψ s * ∑ b, pairH K D (s i) b * ψ (Function.update s i b) := by
  obtain ⟨f, hf⟩ : ∃ f : (Fin n → Fin 2) → ℝ, ∀ s, f s =
      ψ s * (∑ b, pairH K D (s i) b * ψ (Function.update s i b))
        - pairEnergy K D * ψ s ^ 2 := ⟨_, fun _ => rfl⟩
  have g : ∀ s x, 0 ≤ f (Function.update s i x) + f (Function.update s i (1 - x)) := by
    intro s x
    have q := pair_form_bound D hK (ψ (Function.update s i 0)) (ψ (Function.update s i 1))
    have hx : x = 0 ∨ x = 1 := by omega
    rw [hf, hf]
    rcases hx with rfl | rfl <;>
      simp [pairH, Fin.sum_univ_two, Function.update_idem] <;> nlinarith [q]
  -- match each configuration with the one in which pair `i` is flipped
  have hinv : Function.Involutive
      (fun s : Fin n → Fin 2 => Function.update s i (1 - s i)) := by
    intro s
    simp [Function.update_idem]
  have hflip : ∑ s, f (Function.update s i (1 - s i)) = ∑ s, f s :=
    Equiv.sum_comp hinv.toPerm f
  have hsum : 0 ≤ ∑ s, (f s + f (Function.update s i (1 - s i))) := by
    refine sum_nonneg fun s _ => ?_
    have := g s (s i)
    rwa [Function.update_eq_self i s] at this
  rw [sum_add_distrib, hflip] at hsum
  have hF : ∑ s, f s = (∑ s, ψ s * ∑ b, pairH K D (s i) b * ψ (Function.update s i b))
      - pairEnergy K D * ∑ s, ψ s ^ 2 := by
    rw [mul_sum, ← sum_sub_distrib]
    exact sum_congr rfl fun s _ => hf s
  linarith
```

The first half of the next proof builds the product state from the unnormalised `u` = (K, e); its norm is (K² + e²)^(n/2). `hp` separates the factor of pair `i`, and `ht` applies the pair eigenvalue equation to it. The second half sums the bounds over the pairs.

```lean
/-- For nonzero coupling the lowest eigenvalue of `n` noninteracting pairs is `n` times the
pair energy. -/
theorem pairsH_isLeast (n : ℕ) {K : ℝ} (D : ℝ) (hK : K ≠ 0) :
    IsLeast {E : ℝ | ∃ ψ : (Fin n → Fin 2) → ℝ, ψ ≠ 0 ∧ pairsH K D ψ = E • ψ}
      (n * pairEnergy K D) := by
  constructor
  · obtain ⟨u, hu0, hu⟩ : ∃ u : Fin 2 → ℝ, (∀ x, u x ≠ 0) ∧
        ∀ x, pairH K D x 0 * u 0 + pairH K D x 1 * u 1 = pairEnergy K D * u x := by
      refine ⟨![K, pairEnergy K D], ?_, ?_⟩
      · exact Fin.forall_fin_two.2 ⟨hK, (pairEnergy_below D hK).1.ne⟩
      · refine Fin.forall_fin_two.2 ⟨?_, ?_⟩
        · simp [pairH, mul_comm]
        · simp [pairH]
          linear_combination -(pairEnergy_secular K D)
    -- the product of pair ground states
    have hp : ∀ (s : Fin n → Fin 2) i b, ∏ j, u (Function.update s i b j)
        = u b * ∏ j ∈ univ.erase i, u (s j) := by
      intro s i b
      rw [← mul_prod_erase univ (fun j => u (Function.update s i b j)) (mem_univ i)]
      simp only [Function.update_self]
      congr 1
      refine prod_congr rfl fun j hj => ?_
      rw [Function.update_of_ne (ne_of_mem_erase hj)]
    refine ⟨fun s => ∏ j, u (s j), fun h => ?_, ?_⟩
    · exact prod_ne_zero_iff.2 (fun j _ => hu0 0) (congrFun h (fun _ => 0))
    · funext s
      have ht : ∀ i, ∑ b, pairH K D (s i) b * ∏ j, u (Function.update s i b j)
          = pairEnergy K D * ∏ j, u (s j) := by
        intro i
        have h2 := hp s i (s i)
        rw [Function.update_eq_self i s] at h2
        rw [Fin.sum_univ_two, hp, hp, h2]
        linear_combination (∏ j ∈ univ.erase i, u (s j)) * hu (s i)
      simp only [pairsH, ht, Pi.smul_apply, smul_eq_mul, sum_const, card_univ,
        Fintype.card_fin, nsmul_eq_mul, mul_assoc]
  · rintro E ⟨ψ, hψ, h⟩
    obtain ⟨t, ht⟩ := Function.ne_iff.1 hψ
    have hpos : 0 < ∑ s, ψ s ^ 2 :=
      sum_pos' (fun s _ => sq_nonneg _) ⟨t, mem_univ t, pow_pos_of_ne ht⟩
    refine le_of_mul_le_mul_right ?_ hpos
    calc n * pairEnergy K D * ∑ s, ψ s ^ 2
        = ∑ _i : Fin n, pairEnergy K D * ∑ s, ψ s ^ 2 := by simp [mul_assoc]
      _ ≤ ∑ i, ∑ s, ψ s * ∑ b, pairH K D (s i) b * ψ (Function.update s i b) :=
          sum_le_sum fun i _ => pair_term_bound D hK ψ i
      _ = ∑ s, ψ s * pairsH K D ψ s := by
          rw [sum_comm]
          exact sum_congr rfl fun s _ => by rw [pairsH, mul_sum]
      _ = E * ∑ s, ψ s ^ 2 := by
          rw [h, mul_sum]
          refine sum_congr rfl fun s _ => ?_
          simp only [Pi.smul_apply, smul_eq_mul]
          ring
where
  pow_pos_of_ne {x : ℝ} (hx : x ≠ 0) : 0 < x ^ 2 := by positivity
```

## The minimum and its amplitudes

The sum-of-squares identity is proved term by term from the secular equation.

```lean
/-- The excess of the energy numerator over `e (n + ∑ c i ^ 2)`, with `e` the pair energy, is a
sum of squares when multiplied by `D - e`. -/
theorem numerator_excess {n : ℕ} (K D : ℝ) (c : Fin n → ℝ) :
    ∑ i, (K + (D - pairEnergy K D) * c i) ^ 2 = (D - pairEnergy K D) *
      (numerator K D c - pairEnergy K D * (n + ∑ i, c i ^ 2)) := by
  have hS : ∑ i, (1 + c i ^ 2) = (n : ℝ) + ∑ i, c i ^ 2 := by simp [sum_add_distrib]
  rw [← hS, numerator, mul_sum, ← sum_sub_distrib, mul_sum]
  refine sum_congr rfl fun i _ => ?_
  linear_combination -(pairEnergy_secular K D)
```

The main theorem has four parts for n ≥ 1 and K ≠ 0: ne is negative, it is the minimum of the functional over all real amplitudes, it is the lowest eigenvalue of `pairsH`, and only the amplitudes e/K reach it. In the proof, `key` writes a positive multiple of F − ne as the sum of squares, and `hroot` finds where each square vanishes.

```lean
/-- For `n ≥ 1` pairs with nonzero coupling, the averaged coupled-pair functional has a negative
minimum, equal to the lowest eigenvalue of the noninteracting pairs, and reaches it exactly when
every amplitude is the pair energy divided by `K`. -/
theorem acpf_exact {n : ℕ} (hn : 0 < n) {K : ℝ} (D : ℝ) (hK : K ≠ 0) :
    n * pairEnergy K D < 0 ∧
    IsLeast (Set.range (acpf (n := n) K D)) (n * pairEnergy K D) ∧
    IsLeast {E : ℝ | ∃ ψ : (Fin n → Fin 2) → ℝ, ψ ≠ 0 ∧ pairsH K D ψ = E • ψ}
      (n * pairEnergy K D) ∧
    ∀ c : Fin n → ℝ, acpf K D c = n * pairEnergy K D ↔ ∀ i, c i = pairEnergy K D / K := by
  have hn' : (0 : ℝ) < n := by exact_mod_cast hn
  obtain ⟨he, hp⟩ := pairEnergy_below D hK
  have hq := pairEnergy_secular K D
  -- the error of the functional is a sum of squares over a positive factor
  have key : ∀ c : Fin n → ℝ, ∃ w : ℝ, 0 < w ∧
      w * (acpf K D c - n * pairEnergy K D)
        = ∑ i, (K + (D - pairEnergy K D) * c i) ^ 2 := by
    intro c
    obtain ⟨d, hd⟩ : ∃ d : ℝ, d = 1 + 1 / (n : ℝ) * ∑ i, c i ^ 2 := ⟨_, rfl⟩
    have hS : 0 ≤ ∑ i, c i ^ 2 := sum_nonneg fun i _ => sq_nonneg _
    have hd0 : 0 < d := by rw [hd]; positivity
    have h1 : acpf K D c * d = numerator K D c := by
      rw [acpf, ← hd]
      exact div_mul_cancel₀ _ hd0.ne'
    have hnn : (n : ℝ) * (1 / n) = 1 := mul_one_div_cancel hn'.ne'
    have h2 : n * d = n + ∑ i, c i ^ 2 := by
      rw [hd]
      linear_combination (∑ i, c i ^ 2) * hnn
    refine ⟨(D - pairEnergy K D) * d, mul_pos hp hd0, ?_⟩
    rw [numerator_excess]
    linear_combination (D - pairEnergy K D) * h1
      - (D - pairEnergy K D) * pairEnergy K D * h2
  have hroot : ∀ x : ℝ, K + (D - pairEnergy K D) * x = 0 ↔ x = pairEnergy K D / K := by
    intro x
    rw [eq_div_iff hK]
    constructor
    · intro h
      refine mul_left_cancel₀ hp.ne' ?_
      linear_combination K * h + hq
    · intro h
      refine mul_left_cancel₀ hK ?_
      linear_combination (D - pairEnergy K D) * h - hq
  have hiff : ∀ c : Fin n → ℝ,
      acpf K D c = n * pairEnergy K D ↔ ∀ i, c i = pairEnergy K D / K := by
    intro c
    obtain ⟨w, hw, h⟩ := key c
    constructor
    · intro hc i
      rw [hc, sub_self, mul_zero] at h
      have hz := (sum_eq_zero_iff_of_nonneg (fun i _ => sq_nonneg _)).1 h.symm i (mem_univ i)
      exact (hroot _).1 (pow_eq_zero_iff two_ne_zero |>.1 hz)
    · intro hc
      have hz : ∑ i, (K + (D - pairEnergy K D) * c i) ^ 2 = 0 :=
        sum_eq_zero fun i _ => by rw [(hroot _).2 (hc i)]; norm_num
      rw [hz] at h
      exact sub_eq_zero.1 ((mul_eq_zero.1 h).resolve_left hw.ne')
  refine ⟨mul_neg_of_pos_of_neg hn' he, ⟨?_, ?_⟩, pairsH_isLeast n D hK, hiff⟩
  · exact ⟨fun _ => pairEnergy K D / K, (hiff _).2 fun _ => rfl⟩
  · rintro _ ⟨c, rfl⟩
    obtain ⟨w, hw, h⟩ := key c
    have h0 : 0 ≤ w * (acpf K D c - n * pairEnergy K D) := by
      rw [h]
      exact sum_nonneg fun i _ => sq_nonneg _
    by_contra hlt
    nlinarith [mul_pos hw (sub_pos.2 (not_le.1 hlt))]
```

If K = 0 and D < 0, the functional has no minimum. For n = 1, K = 0 and D = −1, the pair energy is −1, while F = −c²/(1 + c²) approaches −1 without reaching it.

The last theorem treats the full norm, with the cases S = 0 and S > 0 separated as above. It needs n ≥ 2, because for n = 1 the two denominators coincide.

```lean
/-- With the full norm `1 + ∑ c i ^ 2` in the denominator, as in truncated CI, the energy of two
or more pairs with nonzero coupling stays strictly above `n` times the pair energy. -/
theorem truncated_ci_above {n : ℕ} (hn : 2 ≤ n) {K : ℝ} (D : ℝ) (hK : K ≠ 0)
    (c : Fin n → ℝ) :
    n * pairEnergy K D < numerator K D c / (1 + ∑ i, c i ^ 2) := by
  have hn' : (2 : ℝ) ≤ n := by exact_mod_cast hn
  obtain ⟨he, hp⟩ := pairEnergy_below D hK
  have hS : 0 ≤ ∑ i, c i ^ 2 := sum_nonneg fun i _ => sq_nonneg _
  rw [lt_div_iff₀ (by linarith)]
  rcases hS.eq_or_lt with h0 | hpos
  · -- the bare reference has no correlation energy
    have hc : ∀ i, c i = 0 := fun i => pow_eq_zero_iff two_ne_zero |>.1
      ((sum_eq_zero_iff_of_nonneg (fun i _ => sq_nonneg _)).1 h0.symm i (mem_univ i))
    have hN : numerator K D c = 0 := by simp [numerator, hc]
    rw [hN, ← h0]
    nlinarith
  · have hN : 0 ≤ numerator K D c - pairEnergy K D * (n + ∑ i, c i ^ 2) := by
      have hsq : 0 ≤ ∑ i, (K + (D - pairEnergy K D) * c i) ^ 2 :=
        sum_nonneg fun i _ => sq_nonneg _
      rw [numerator_excess] at hsq
      exact (mul_nonneg_iff_of_pos_left hp).1 hsq
    have h1 : 0 < ((n : ℝ) - 1) * (-pairEnergy K D * ∑ i, c i ^ 2) :=
      mul_pos (by linarith) (mul_pos (by linarith) hpos)
    linarith

end

end AveragedCoupledPair
```

```lean
#print axioms AveragedCoupledPair.pairEnergy_isLeast
#print axioms AveragedCoupledPair.acpf_exact
#print axioms AveragedCoupledPair.truncated_ci_above
```

```
'AveragedCoupledPair.pairEnergy_isLeast' depends on axioms: [propext, Classical.choice, Quot.sound]
'AveragedCoupledPair.acpf_exact' depends on axioms: [propext, Classical.choice, Quot.sound]
'AveragedCoupledPair.truncated_ci_above' depends on axioms: [propext, Classical.choice, Quot.sound]
```
